# An exponential bound on the distance between two steepest-descent paths gives the curvature inequality at their starting points

The lemma concerns two steepest-descent paths x and y on an energy surface E over a real Hilbert space, each solving x' = -∇E(x) for t ≥ 0. If their distance at every time t ≥ 0 is at most exp(-mt) times its initial value, then m‖x(0) - y(0)‖² is at most the inner product of ∇E(x(0)) - ∇E(y(0)) with x(0) - y(0). The constant m may be any real number, and the conclusion is only about the two starting points. The proof takes the one-sided derivative of exp(2mt)‖x(t) - y(t)‖² at t = 0 as a limit of difference quotients, shows that these are nonpositive for t > 0, and reads the inequality off the sign of the limit.

In Lean, a first try:

```lean
import Mathlib

open Set Filter Topology

namespace SteepestDescentContraction

noncomputable section

variable {V : Type*} [NormedAddCommGroup V] [InnerProductSpace ℝ V] [CompleteSpace V]

/-- A steepest-descent path on the energy surface `E`: a solution of `x' = -∇E(x)` for `t ≥ 0`,
with a one-sided derivative at `t = 0`. -/
def IsDescentPath (E : V → ℝ) (x : ℝ → V) : Prop :=
  ∀ t, 0 ≤ t → HasDerivWithinAt x (-gradient E (x t)) (Ici 0) t

/-- The rate of change of the weighted squared distance `exp(2mt) ‖x(t) - y(t)‖²` between two
steepest-descent paths. -/
theorem hasDerivWithinAt_weightedGap {E : V → ℝ} {x y : ℝ → V} (hx : IsDescentPath E x)
    (hy : IsDescentPath E y) (m : ℝ) {t : ℝ} (ht : 0 ≤ t) :
    HasDerivWithinAt (fun s => Real.exp (2 * m * s) * ‖x s - y s‖ ^ 2)
      (2 * Real.exp (2 * m * t) * (m * ‖x t - y t‖ ^ 2
        - inner ℝ (gradient E (x t) - gradient E (y t)) (x t - y t))) (Ici 0) t := by
  have hd : HasDerivWithinAt (fun s => x s - y s)
      (-gradient E (x t) - -gradient E (y t)) (Ici 0) t := (hx t ht).sub (hy t ht)
  have hn : HasDerivWithinAt (fun s => ‖x s - y s‖ ^ 2)
      (2 * inner ℝ (x t - y t) (-gradient E (x t) - -gradient E (y t))) (Ici 0) t :=
    hd.norm_sq
  have hg : -gradient E (x t) - -gradient E (y t)
      = -(gradient E (x t) - gradient E (y t)) := by abel
  rw [hg, inner_neg_right, real_inner_comm] at hn
  have h1 : HasDerivAt (fun s : ℝ => 2 * m * s) (2 * m) t := by
    simpa using (hasDerivAt_id' t).const_mul (2 * m)
  have he : HasDerivWithinAt (fun s : ℝ => Real.exp (2 * m * s))
      (Real.exp (2 * m * t) * (2 * m)) (Ici 0) t := h1.exp.hasDerivWithinAt
  exact (he.fun_mul hn).congr_deriv (by ring)

/-- If the distance between two steepest-descent paths is at most `exp(-mt)` times its initial value
for all `t ≥ 0`, the curvature inequality with constant `m` holds between their starting points. -/
theorem curvature_of_contraction {E : V → ℝ} {m : ℝ} {x y : ℝ → V}
    (hx : IsDescentPath E x) (hy : IsDescentPath E y)
    (h : ∀ t, 0 ≤ t → ‖x t - y t‖ ≤ Real.exp (-(m * t)) * ‖x 0 - y 0‖) :
    m * ‖x 0 - y 0‖ ^ 2
      ≤ inner ℝ (gradient E (x 0) - gradient E (y 0)) (x 0 - y 0) := by
  have hd := hasDerivWithinAt_weightedGap hx hy m le_rfl
  rw [hasDerivWithinAt_iff_tendsto_slope, Ici_diff_left] at hd
  -- all difference quotients at time zero are nonpositive
  have hle := le_of_tendsto (b := 0) hd (by
    filter_upwards [self_mem_nhdsWithin] with t ht
    have ht0 : (0 : ℝ) < t := ht
    rw [slope_def_field]
    apply div_nonpos_of_nonpos_of_nonneg _ (by linarith)
    have h1 : ‖x t - y t‖ ^ 2 ≤ (Real.exp (-(m * t)) * ‖x 0 - y 0‖) ^ 2 :=
      pow_le_pow_left₀ (norm_nonneg _) (h t ht0.le) 2
    have h2 : Real.exp (2 * m * t) * (Real.exp (-(m * t)) * ‖x 0 - y 0‖) ^ 2
        = ‖x 0 - y 0‖ ^ 2 := by
      have h3 : Real.exp (2 * m * t) * Real.exp (-(m * t)) ^ 2 = 1 := by
        rw [sq, ← Real.exp_add, ← Real.exp_add, ← Real.exp_zero]; congr 1; ring
      rw [mul_pow, ← mul_assoc, h3, one_mul]
    have h4 := mul_le_mul_of_nonneg_left h1 (Real.exp_pos (2 * m * t)).le
    rw [h2] at h4
    rw [mul_zero, Real.exp_zero, one_mul]
    linarith)
  rw [mul_zero, Real.exp_zero] at hle
  linarith

end

end SteepestDescentContraction
```

Compiling this gives:

```
Main.lean:45:42: error(lean.unknownIdentifier): Unknown identifier `Ici_diff_left`
Main.lean:43:69: error: unsolved goals
V : Type u_1
inst✝² : NormedAddCommGroup V
inst✝¹ : InnerProductSpace ℝ V
inst✝ : CompleteSpace V
E : V → ℝ
m : ℝ
x y : ℝ → V
hx : IsDescentPath E x
hy : IsDescentPath E y
h : ∀ (t : ℝ), 0 ≤ t → ‖x t - y t‖ ≤ Real.exp (-(m * t)) * ‖x 0 - y 0‖
hd :
  Tendsto (slope (fun s => Real.exp (2 * m * s) * ‖x s - y s‖ ^ 2) 0) (𝓝[Ici 0 \ {0}] 0)
    (𝓝 (2 * Real.exp (2 * m * 0) * (m * ‖x 0 - y 0‖ ^ 2 - inner ℝ (gradient E (x 0) - gradient E (y 0)) (x 0 - y 0))))
⊢ m * ‖x 0 - y 0‖ ^ 2 ≤ inner ℝ (gradient E (x 0) - gradient E (y 0)) (x 0 - y 0)
```

Fix (accepted with no message):

```diff
@@ -43,5 +43,12 @@
       ≤ inner ℝ (gradient E (x 0) - gradient E (y 0)) (x 0 - y 0) := by
   have hd := hasDerivWithinAt_weightedGap hx hy m le_rfl
-  rw [hasDerivWithinAt_iff_tendsto_slope, Ici_diff_left] at hd
+  have hset : Ici (0 : ℝ) \ {0} = Ioi 0 := by
+    ext s
+    constructor
+    · rintro ⟨h1, h2⟩
+      exact lt_of_le_of_ne (mem_Ici.1 h1) (fun h0 => h2 h0.symm)
+    · intro h1
+      exact ⟨(mem_Ioi.1 h1).le, (mem_Ioi.1 h1).ne'⟩
+  rw [hasDerivWithinAt_iff_tendsto_slope, hset] at hd
   -- all difference quotients at time zero are nonpositive
   have hle := le_of_tendsto (b := 0) hd (by
```

Diagnosis. The first message says that Lean finds nothing called `Ici_diff_left`, even with the namespaces `Set`, `Filter` and `Topology` open. The name was meant to supply the fact that `Ici 0` without the point 0 is `Ioi 0`.

The second message follows from the first. The rewrite with `hasDerivWithinAt_iff_tendsto_slope` had already worked, since `hd` is now a limit of slopes along `𝓝[Ici 0 \ {0}] 0`, but the proof stopped there and left the lemma's inequality unproved.

The repair proves the missing set equality on the spot as `hset`: a number that is at least 0 and different from 0 is positive, and conversely. Rewriting with `hset` in place of the unknown name turns the filter into `𝓝[Ioi 0] 0`. The later step `have ht0 : (0 : ℝ) < t := ht` needs this form, because membership in `Ioi 0` is just `0 < t`, while membership in the set difference is a pair of conditions. The rest of the proof is unchanged.
